# For concentric charged shells, potential-based PCM with the factor 1 − 1/ε gives the exact reaction potential inside a spherical cavity

## A dielectric that also fills the space of the escaped charge

Part of a solute's charge may lie outside the cavity that is assigned to it, and a continuum model must say what surrounds that part. Here the permittivity depends on position only: it is 1 up to the cavity radius \(a\) and \(\varepsilon\) beyond, whether or not solute charge is present there. The reaction potential is then the potential of the shells with the dielectric minus their potential in vacuum, both taken to be zero at infinity.

The solute is a finite set of concentric, uniformly charged shells with charges \(q_i\) and radii \(R_i\). Everything is radial, and units are such that a point charge \(q\) has the vacuum potential \(q/r\). The charge enclosed at distance \(r\) is

\[
Q(r)=\sum_{i:\,R_i\le r} q_i .
\]

With \(\varepsilon(r)=1\) for \(r\le a\) and \(\varepsilon(r)=\varepsilon\) for \(r>a\), the radial field \(E\) obeys Gauss's law, and the reaction potential \(\Phi_{\mathrm r}\) at distance \(s\) is the integral of the excess field:

\[
\varepsilon(r)\,r^2E(r)=Q(r)\quad(r>0),\qquad
\Phi_{\mathrm r}(s)=\int_s^\infty\Big(E(r)-\frac{Q(r)}{r^2}\Big)\,dr .
\]

## The vacuum potential, shell by shell

For \(b>0\), a Coulomb field integrates to \(\int_b^\infty c/r^2\,dr=c/b\). A shell of charge \(c\) and radius \(\rho\) has this field only for \(r\ge\rho\). If \(\rho\le b\), the whole range contributes and the integral is \(c/b\). If \(\rho>b\), the integral starts at \(\rho\) and gives \(c/\rho\). Both cases read \(c/\max(\rho,b)\). Summing over the shells gives the vacuum potential

\[
\Phi(b)=\int_b^\infty\frac{Q(r)}{r^2}\,dr=\sum_i\frac{q_i}{\max(R_i,b)} .
\]

## The reaction potential in the cavity

For \(r\le a\), Gauss's law gives \(E=Q/r^2\), so the excess field is zero. For \(r>a\) it gives \(E=Q/(\varepsilon r^2)\), so the excess field is \((1/\varepsilon-1)\,Q/r^2\). The integral from \(s\ge0\) therefore effectively begins at \(\max(s,a)\):

\[
\Phi_{\mathrm r}(s)=-\Big(1-\frac1\varepsilon\Big)\,\Phi(\max(s,a)).
\]

For \(0\le s\le a\) this is constant:

\[
\Phi_{\mathrm r}(s)=\int_a^\infty\Big(\frac1\varepsilon-1\Big)\frac{Q(r)}{r^2}\,dr
=-\Big(1-\frac1\varepsilon\Big)\sum_i\frac{q_i}{\max(R_i,a)} .
\]

## Two apparent surface charges

A charge spread evenly over the cavity surface has the potential charge\(/a\) everywhere inside. The polarizable continuum model (PCM) represents the response of the dielectric by a charge on the cavity surface. Its potential-based form, taken here with the scaling factor \(1-1/\varepsilon\), requires this charge \(q_P\) to produce \(-(1-1/\varepsilon)\Phi(a)\) at the surface, which is the response of a conductor scaled down for finite \(\varepsilon\). Hence

\[
q_P=-\Big(1-\frac1\varepsilon\Big)\Phi(a)\,a ,\qquad \frac{q_P}{a}=\Phi_{\mathrm r}(s)\quad(0\le s\le a).
\]

The field-based charge \(q_F=-(1-1/\varepsilon)\,Q(a)\) follows instead from the normal solute field at the surface, and so it sees only the enclosed charge. Splitting the surface potential as \(\Phi(a)=Q(a)/a+\sum_{R_i>a}q_i/R_i\) gives

\[
\frac{q_F}{a}-\frac{q_P}{a}=\Big(1-\frac1\varepsilon\Big)\sum_{i:\,R_i>a}\frac{q_i}{R_i}.
\]

Since \(q_P/a\) is exact in the cavity, this difference is the error of the field-based potential there. In solvation calculations the electron density has a tail outside the cavity, and for fixed spherical shells the formula shows how the two kinds of surface charge treat such a tail.

## One shell inside, and one shell outside

For a single shell with \(R\le a\), the reaction potential in the cavity is \(-(1-1/\varepsilon)\,q/a\). Half the charge times this potential is the Born energy \(-(1-1/\varepsilon)\,q^2/(2a)\).

The condition \(s\le a\) matters. Take \(a=1\), \(\varepsilon=2\), and one shell with \(q=1\) and \(R=2\). At \(s=3\) the true reaction potential is \(-\tfrac12\cdot\tfrac13=-\tfrac16\). The cavity formula would give \(-\tfrac14\), and the surface charge \(q_P=-\tfrac14\) has the potential \(-\tfrac1{12}\) at that distance. Neither is right at \(s=3\).

## How the Lean statements express the physics

The shells are indexed by a finite type `ι`, with charges and radii `q R : ι → ℝ`. The definitions `enclosedCharge`, `shellPotential` and `permittivity` are \(Q\), \(\Phi\) and \(\varepsilon(r)\), while `pcmCharge` and `fieldCharge` are \(q_P\) and \(q_F\). The set `Ioi a` is the open half-line \((a,\infty)\).

The field is not given by a formula. The theorems on the reaction potential hold for every `E` with `GaussLaw a ε q R E`, and `gaussLaw_witness` supplies such a field for every \(\varepsilon>0\).

- `reaction_potential` gives \(\Phi_{\mathrm r}(s)\) for every \(s\ge0\), together with the integrability of the excess field.
- `cavity_reaction_potential` states the two equalities for \(0\le s\le a\): first with the integral over the dielectric, then with the sum over shells.
- `pcm_exact_in_cavity` identifies the same potential with that of `pcmCharge` on the cavity surface.
- `escaped_charge_error` gives the difference between the two surface-charge potentials.

The first three assume \(a>0\) and \(\varepsilon>0\), so \(\varepsilon\ge1\) is not required. The radii are unrestricted: a shell with \(R_i\le0\) acts as a point charge at the centre. A shell exactly on the cavity surface counts as enclosed.

The surface charges are defined by their spherical formulas and are not obtained by solving a PCM integral equation. Non-spherical cavities, angular charge distributions and the solute's own response to the solvent are not covered.

## The complete file

```lean
import Mathlib

open MeasureTheory Set

namespace ShellSolutePCM

noncomputable section

variable {ι : Type*} [Fintype ι]

/-- The charge `Q(r)` carried by the shells of radius at most `r`. -/
def enclosedCharge (q R : ι → ℝ) (r : ℝ) : ℝ := ∑ i, if R i ≤ r then q i else 0

/-- The vacuum potential of the charged shells at distance `s > 0` from the centre. -/
def shellPotential (q R : ι → ℝ) (s : ℝ) : ℝ := ∑ i, q i / max (R i) s

/-- The relative permittivity: `1` in the cavity of radius `a` and `ε` outside it. -/
def permittivity (a ε r : ℝ) : ℝ := if r ≤ a then 1 else ε

/-- Gauss's law for the radial electric field `E` of the shells in the presence of the
dielectric. -/
def GaussLaw (a ε : ℝ) (q R : ι → ℝ) (E : ℝ → ℝ) : Prop :=
  ∀ r, 0 < r → permittivity a ε r * (r ^ 2 * E r) = enclosedCharge q R r

/-- The total apparent surface charge of potential-based PCM, fixed by the solute potential
on the cavity surface (for `a > 0` and `ε ≠ 0`). -/
def pcmCharge (a ε : ℝ) (q R : ι → ℝ) : ℝ := -(1 - 1 / ε) * shellPotential q R a * a

/-- The total apparent surface charge fixed by the normal solute field on the cavity surface,
that is, by the enclosed charge (for `ε ≠ 0`). -/
def fieldCharge (a ε : ℝ) (q R : ι → ℝ) : ℝ := -(1 - 1 / ε) * enclosedCharge q R a

/-- The field `c / r²` is integrable from `b > 0` to infinity, with integral `c / b`. -/
theorem coulomb_tail {b : ℝ} (hb : 0 < b) (c : ℝ) :
    IntegrableOn (fun r : ℝ => c / r ^ 2) (Ioi b) ∧ ∫ r in Ioi b, c / r ^ 2 = c / b := by
  have h : EqOn (fun r : ℝ => c * r ^ (-2 : ℝ)) (fun r => c / r ^ 2) (Ioi b) := by
    intro r hr
    have hr0 : 0 < r := hb.trans hr
    change c * r ^ (-2 : ℝ) = c / r ^ 2
    rw [Real.rpow_neg hr0.le, Real.rpow_two, div_eq_mul_inv]
  have hi : IntegrableOn (fun r : ℝ => c * r ^ (-2 : ℝ)) (Ioi b) :=
    Integrable.const_mul (integrableOn_Ioi_rpow_of_lt (by norm_num) hb) c
  refine ⟨hi.congr_fun h measurableSet_Ioi, ?_⟩
  have e : (-2 : ℝ) + 1 = -1 := by norm_num
  rw [← setIntegral_congr_fun measurableSet_Ioi h, integral_const_mul,
    integral_Ioi_rpow_of_lt (by norm_num) hb, e, Real.rpow_neg_one, neg_div_neg_eq, div_one,
    div_eq_mul_inv]

/-- The field of one shell of charge `c` and radius `ρ` is integrable from `b > 0` to infinity,
with integral `c / max ρ b`. -/
theorem single_shell {b : ℝ} (hb : 0 < b) (c ρ : ℝ) :
    IntegrableOn (fun r : ℝ => (if ρ ≤ r then c else 0) / r ^ 2) (Ioi b) ∧
      ∫ r in Ioi b, (if ρ ≤ r then c else 0) / r ^ 2 = c / max ρ b := by
  rcases le_or_gt ρ b with h | h
  · -- the shell lies within the lower limit
    have e : EqOn (fun r : ℝ => c / r ^ 2)
        (fun r => (if ρ ≤ r then c else 0) / r ^ 2) (Ioi b) := by
      intro r hr
      have h' : ρ ≤ r := h.trans (mem_Ioi.mp hr).le
      simp [h']
    rw [max_eq_right h]
    exact ⟨(coulomb_tail hb c).1.congr_fun e measurableSet_Ioi,
      (setIntegral_congr_fun measurableSet_Ioi e).symm.trans (coulomb_tail hb c).2⟩
  · -- the field starts only at the shell
    have e : (fun r : ℝ => (if ρ ≤ r then c else 0) / r ^ 2)
        = (Ici ρ).indicator (fun r => c / r ^ 2) := by
      funext r
      by_cases hr : ρ ≤ r <;> simp [Set.indicator, hr]
    have hs : Ioi b ∩ Ici ρ = Ici ρ :=
      inter_eq_right.mpr (fun r hr => lt_of_lt_of_le h hr)
    have ht := coulomb_tail (hb.trans h) c
    rw [e, max_eq_left h.le]
    refine ⟨Integrable.indicator (coulomb_tail hb c).1 measurableSet_Ici, ?_⟩
    rw [setIntegral_indicator measurableSet_Ici, hs, integral_Ici_eq_integral_Ioi]
    exact ht.2

/-- The vacuum field `Q(r)/r²` is integrable from `b > 0` to infinity, and its integral is the
potential of the shells at distance `b`. -/
theorem vacuum_potential {b : ℝ} (hb : 0 < b) (q R : ι → ℝ) :
    IntegrableOn (fun r => enclosedCharge q R r / r ^ 2) (Ioi b) ∧
      ∫ r in Ioi b, enclosedCharge q R r / r ^ 2 = shellPotential q R b := by
  simp only [enclosedCharge, shellPotential, Finset.sum_div]
  refine ⟨integrable_finsetSum _ (fun i _ => (single_shell hb (q i) (R i)).1), ?_⟩
  rw [integral_finsetSum _ (fun i _ => (single_shell hb (q i) (R i)).1)]
  exact Finset.sum_congr rfl (fun i _ => (single_shell hb (q i) (R i)).2)

/-- The field `Q(r)/(ε(r) r²)` obeys Gauss's law in the dielectric. -/
theorem gaussLaw_witness {ε : ℝ} (hε : 0 < ε) (a : ℝ) (q R : ι → ℝ) :
    GaussLaw a ε q R (fun r => enclosedCharge q R r / (permittivity a ε r * r ^ 2)) := by
  intro r hr
  have hp : permittivity a ε r ≠ 0 := by
    unfold permittivity
    split_ifs
    · exact one_ne_zero
    · exact hε.ne'
  field_simp

/-- At any distance `s` from the centre, the reaction field is integrable out to infinity and
the reaction potential is `-(1 - 1/ε)` times the vacuum potential at distance `max s a`. -/
theorem reaction_potential {a ε s : ℝ} (ha : 0 < a) (hε : 0 < ε) (hs : 0 ≤ s)
    {q R : ι → ℝ} {E : ℝ → ℝ} (hE : GaussLaw a ε q R E) :
    IntegrableOn (fun r => E r - enclosedCharge q R r / r ^ 2) (Ioi s) ∧
      ∫ r in Ioi s, (E r - enclosedCharge q R r / r ^ 2)
        = -(1 - 1 / ε) * shellPotential q R (max s a) := by
  -- the reaction field vanishes in the cavity
  have e : EqOn (fun r => E r - enclosedCharge q R r / r ^ 2)
      ((Ioi a).indicator (fun r => (1 / ε - 1) * (enclosedCharge q R r / r ^ 2))) (Ioi s) := by
    intro r hr
    have hr0 : 0 < r := lt_of_le_of_lt hs hr
    have hr2 : r ^ 2 ≠ 0 := (pow_pos hr0 2).ne'
    have hG := hE r hr0
    change E r - enclosedCharge q R r / r ^ 2 = _
    rcases le_or_gt r a with h | h
    · rw [permittivity, if_pos h, one_mul] at hG
      have hn : r ∉ Ioi a := fun h' => not_lt_of_ge h (mem_Ioi.mp h')
      rw [indicator_of_notMem hn, ← hG, mul_div_cancel_left₀ _ hr2, sub_self]
    · rw [permittivity, if_neg (not_le_of_gt h)] at hG
      rw [indicator_of_mem (mem_Ioi.mpr h)]

      have hQ : enclosedCharge q R r / r ^ 2 = ε * E r := by
        rw [← hG, mul_left_comm, mul_div_cancel_left₀ _ hr2]
      have h1 : 1 / ε * ε = 1 := one_div_mul_cancel hε.ne'
      rw [hQ]
      linear_combination (-(E r)) * h1
  have hi : IntegrableOn (fun r => (1 / ε - 1) * (enclosedCharge q R r / r ^ 2)) (Ioi a) :=
    Integrable.const_mul (vacuum_potential ha q R).1 _
  have hset : Ioi s ∩ Ioi a = Ioi (max s a) := by
    ext r
    simp only [mem_inter_iff, mem_Ioi, max_lt_iff]
  constructor
  · exact (((integrable_indicator_iff measurableSet_Ioi).mpr hi).integrableOn).congr_fun
      e.symm measurableSet_Ioi
  · rw [setIntegral_congr_fun measurableSet_Ioi e, setIntegral_indicator measurableSet_Ioi,
      hset, integral_const_mul, (vacuum_potential (lt_max_of_lt_right ha) q R).2]
    ring

/-- Everywhere in the cavity the reaction potential is the integral of `(1/ε - 1) Q(r)/r²` over
the dielectric, and this equals `-(1 - 1/ε) ∑ qᵢ / max(Rᵢ, a)`. -/
theorem cavity_reaction_potential {a ε s : ℝ} (ha : 0 < a) (hε : 0 < ε) (hs : 0 ≤ s)
    (hsa : s ≤ a) {q R : ι → ℝ} {E : ℝ → ℝ} (hE : GaussLaw a ε q R E) :
    ∫ r in Ioi s, (E r - enclosedCharge q R r / r ^ 2)
        = ∫ r in Ioi a, (1 / ε - 1) * (enclosedCharge q R r / r ^ 2) ∧
      ∫ r in Ioi a, (1 / ε - 1) * (enclosedCharge q R r / r ^ 2)
        = -(1 - 1 / ε) * ∑ i, q i / max (R i) a := by
  have h : ∫ r in Ioi a, (1 / ε - 1) * (enclosedCharge q R r / r ^ 2)
      = -(1 - 1 / ε) * shellPotential q R a := by
    rw [integral_const_mul, (vacuum_potential ha q R).2]
    ring
  refine ⟨?_, h⟩
  rw [h, (reaction_potential ha hε hs hE).2, max_eq_right hsa]

/-- Everywhere in the cavity the reaction potential equals the potential of the potential-based
PCM charge spread evenly over the cavity surface. -/
theorem pcm_exact_in_cavity {a ε s : ℝ} (ha : 0 < a) (hε : 0 < ε) (hs : 0 ≤ s)
    (hsa : s ≤ a) {q R : ι → ℝ} {E : ℝ → ℝ} (hE : GaussLaw a ε q R E) :
    ∫ r in Ioi s, (E r - enclosedCharge q R r / r ^ 2) = pcmCharge a ε q R / max a s := by
  rw [(reaction_potential ha hε hs hE).2, max_eq_right hsa, max_eq_left hsa, pcmCharge,
    mul_div_cancel_right₀ _ ha.ne']

/-- In the cavity, the potentials of the field-based and the potential-based surface charges
differ by `(1 - 1/ε)` times the sum of `qᵢ / Rᵢ` over the shells outside the cavity. -/
theorem escaped_charge_error {a : ℝ} (ha : 0 < a) (ε : ℝ) (q R : ι → ℝ) :
    fieldCharge a ε q R / a - pcmCharge a ε q R / a
      = (1 - 1 / ε) * ∑ i, if a < R i then q i / R i else 0 := by
  -- split the surface potential into enclosed and escaped parts
  have key : shellPotential q R a
      = enclosedCharge q R a / a + ∑ i, if a < R i then q i / R i else 0 := by
    rw [shellPotential, enclosedCharge, Finset.sum_div, ← Finset.sum_add_distrib]
    refine Finset.sum_congr rfl (fun i _ => ?_)
    rcases le_or_gt (R i) a with h | h
    · rw [max_eq_right h, if_pos h, if_neg (not_lt_of_ge h), add_zero]
    · rw [max_eq_left h.le, if_neg (not_le_of_gt h), if_pos h, zero_div, zero_add]
  rw [pcmCharge, mul_div_cancel_right₀ _ ha.ne', key, fieldCharge]
  ring

end

end ShellSolutePCM
```

```lean
#print axioms ShellSolutePCM.cavity_reaction_potential
#print axioms ShellSolutePCM.pcm_exact_in_cavity
#print axioms ShellSolutePCM.escaped_charge_error
```

```
'ShellSolutePCM.cavity_reaction_potential' depends on axioms: [propext, Classical.choice, Quot.sound]
'ShellSolutePCM.pcm_exact_in_cavity' depends on axioms: [propext, Classical.choice, Quot.sound]
'ShellSolutePCM.escaped_charge_error' depends on axioms: [propext, Classical.choice, Quot.sound]
```

## From the Coulomb tail to the shell sum

`coulomb_tail` rewrites \(c/r^2\) as \(c\,r^{-2}\) with a real exponent, so that Mathlib's results on powers over a half-line give both integrability and the value \(c/b\).

`single_shell` makes the case distinction of the derivation with `rcases le_or_gt ρ b`. If the shell lies within the lower limit, the condition `ρ ≤ r` holds throughout the range and the Coulomb result applies directly. Otherwise the field is written as an indicator function on \([\rho,\infty)\). The lemma `setIntegral_indicator` then restricts the integral to the part beyond the shell, and including the endpoint \(\rho\) does not change its value.

`vacuum_potential` distributes the division by \(r^2\) over the sum and exchanges sum and integral with `integral_finsetSum`. The exchange needs each shell's field to be integrable, which is why `single_shell` proves that along with the value.

## From Gauss's law to the surface charges

In `gaussLaw_witness`, the two values of the permittivity are shown to be non-zero, and `field_simp` then cancels the denominators.

The central step of `reaction_potential` is the equality `e`: on \((s,\infty)\), the excess field equals \((1/\varepsilon-1)\,Q/r^2\) times the indicator of \((a,\infty)\). Its proof splits at \(r\le a\). Inside, Gauss's law makes the two fields cancel. Outside, it gives \(Q/r^2=\varepsilon E\), and `linear_combination` completes the algebra using \((1/\varepsilon)\,\varepsilon=1\). The equality `hset` says that \((s,\infty)\cap(a,\infty)=(\max(s,a),\infty)\), which is where the maximum in the result comes from. `vacuum_potential` then evaluates the remaining integral.

`cavity_reaction_potential` evaluates the integral over the dielectric in the same way and compares it with the general result, where \(s\le a\) reduces the maximum to \(a\). `pcm_exact_in_cavity` makes the same reduction, unfolds `pcmCharge` and cancels the factor \(a\).

In `escaped_charge_error`, the auxiliary equality `key` is the split of \(\Phi(a)\) into enclosed and escaped parts. It is checked shell by shell, according to whether `R i ≤ a`. After substitution, `ring` cancels the enclosed parts and closes the goal.
